# Switching on A costs the same before and after B exactly when their Boltzmann factors are uncorrelated in the reference ensemble

The free energy of a switching step is treated here as a function of the probability law from which the step starts and of the perturbation that is added. Switching on B reweights the law, and a later switching on of A starts from the reweighted law. One definition of free energy then serves both orders, and the two ways of adding A differ only in their starting point.

The setting is a finite set of states x with a reference law p₀, real-valued perturbation energies A(x) and B(x), and an inverse temperature β > 0. Write

a(x) = exp(−βA(x)), b(x) = exp(−βB(x))

for the Boltzmann factors, ⟨f⟩₀ = Σₓ p₀(x) f(x) for a reference average, and ⟨f⟩_B for an average after B has been switched on. The free energy of adding A is

F₀(A) = −(1/β) log⟨a⟩₀ from the reference law,

F_B(A) = −(1/β) log⟨a⟩_B with B already present.

If p₀ is itself a Boltzmann distribution at the same β, ⟨a⟩₀ is the ratio of the partition functions with and without A, so F₀(A) is the usual free-energy difference.

## The sign of a covariance decides which step is cheaper

With Cov₀(a, b) = ⟨ab⟩₀ − ⟨a⟩₀⟨b⟩₀, the result is

F_B(A) = F₀(A) exactly when Cov₀(a, b) = 0,

F_B(A) < F₀(A) exactly when Cov₀(a, b) > 0.

The covariance is that of the Boltzmann factors, not of the energies A and B. Whatever its value, the totals of the two orders agree:

F₀(A) + F_A(B) = F₀(B) + F_B(A) = F₀(A + B).

## Staged perturbations in a free-energy code

Alchemical calculations often switch interactions in stages, for example charges in one leg and dispersion and repulsion in another. The identity bears on how such legs may be combined, here for finitely many states and exact averages. The legs add up to the correct total, whatever the correlation, when each starts from the ensemble in which the previous one ended.

A code that computes both legs from the reference ensemble and adds them makes the error

F₀(A) + F₀(B) − F₀(A + B) = F₀(A) − F_B(A).

This vanishes exactly when the Boltzmann factors are uncorrelated. If they are positively correlated, the sum is too high.

Suppose that N ≥ 1 equally weighted reference frames are stored, with factors aₙ and bₙ for frame n. The reweighted estimates are

F₀(A) ≈ −(1/β) log( Σₙ aₙ / N )

F_B(A) ≈ −(1/β) log( Σₙ aₙbₙ / Σₙ bₙ ).

In floating-point arithmetic the sums are best evaluated in log-sum-exp form. If the frames were sampled with B already on, the ratio inside the second logarithm is replaced by a plain average of aₙ over those frames.

The stored frames, each with weight 1/N, are themselves a finite law. Estimates obtained by reweighting this one set therefore close the cycle up to rounding, however poor the sampling is. Closure then tests the bookkeeping and says nothing about convergence. When the legs come from separate simulations, closure is expected only within sampling error.

## From reweighting to the covariance

The weights p₀(x) are nonnegative and sum to one, so at least one of them is positive. Exponentials are positive too, hence ⟨a⟩₀ > 0 and ⟨b⟩₀ > 0. The law with B switched on can therefore be defined by

p_B(x) = p₀(x) b(x) / ⟨b⟩₀,

which is nonnegative and sums to one. Averaging a under it gives

⟨a⟩_B = Σₓ p₀(x) b(x) a(x) / ⟨b⟩₀ = ⟨ab⟩₀ / ⟨b⟩₀.

Since a(x)b(x) = exp(−β(A(x) + B(x))), taking the logarithm and multiplying by −1/β yields

F_B(A) = F₀(A + B) − F₀(B).

Thus F₀(B) + F_B(A) = F₀(A + B). The right-hand side is symmetric in A and B, so the other order has the same total and the cycle closes.

To compare the two A steps, note that −1/β is negative and the logarithm is strictly increasing. Therefore

F_B(A) < F₀(A)

⇔ ⟨a⟩_B > ⟨a⟩₀

⇔ ⟨ab⟩₀ > ⟨a⟩₀⟨b⟩₀

⇔ Cov₀(a, b) > 0.

The same chain with equalities gives the criterion for equal free energies.

**Independent subsystems.** Let the joint weight of a pair (x, y) be p(x)q(y), with A depending only on x and B only on y. Averages of products factorise, so

⟨a⟩_B = ⟨a⟩ₚ⟨b⟩_q / ⟨b⟩_q = ⟨a⟩ₚ,

where the subscripts p and q denote averages over the separate subsystems. This is also the average of a before B is added, so the A step does not notice B.

**Two equally weighted states.** Take A = B = (0, 1) and set s = exp(−β). Then

⟨a⟩₀ = ⟨b⟩₀ = (1 + s)/2, ⟨ab⟩₀ = (1 + s²)/2,

Cov₀(a, b) = (1 + s²)/2 − (1 + s)²/4 = (1 − s)²/4.

This is positive for β > 0, so the second switching has the lower free energy: the first has already moved weight to the state that the perturbation leaves alone. At β = 1 the first step costs about 0.380 and the second about 0.186, with a total of about 0.566. Adding two reference-ensemble legs would give about 0.760.

**A negative β.** The same two states show what the condition β > 0 does. At β = −1 the covariance is (1 − exp(1))²/4, which is still positive, but the first step costs about 0.620 and the second about 0.814. The second step is now the dearer one, so the strict comparison fails. If a code uses −β in place of β in both the Boltzmann factors and the prefactor, the two free energies it computes for this example come out in the wrong order.

## The switching criterion in Lean

```lean
import Mathlib

open Finset

namespace ThermodynamicCycle

noncomputable section

variable {Ω Ω' : Type*} [Fintype Ω] [Fintype Ω']

/-- A probability law on a finite set of states. -/
structure Law (Ω : Type*) [Fintype Ω] where
  prob : Ω → ℝ
  nonneg : ∀ x, 0 ≤ prob x
  sum_one : ∑ x, prob x = 1

/-- The average of an observable under a law. -/
def mean (p : Law Ω) (f : Ω → ℝ) : ℝ := ∑ x, p.prob x * f x

/-- The covariance of two observables under a law. -/
def cov (p : Law Ω) (f g : Ω → ℝ) : ℝ :=
  mean p (fun x => f x * g x) - mean p f * mean p g

/-- The Boltzmann factor `exp (-β A)` of a perturbation `A`. -/
def boltz (β : ℝ) (A : Ω → ℝ) : Ω → ℝ := fun x => Real.exp (-β * A x)

omit [Fintype Ω] in
/-- The Boltzmann factor of a sum of perturbations is the product of the factors. -/
theorem boltz_add (β : ℝ) (A B : Ω → ℝ) :
    boltz β (A + B) = fun x => boltz β A x * boltz β B x := by
  funext x
  simp only [boltz, Pi.add_apply]
  rw [← Real.exp_add, mul_add]

/-- The average of a Boltzmann factor is positive. -/
theorem mean_boltz_pos (p : Law Ω) (β : ℝ) (A : Ω → ℝ) : 0 < mean p (boltz β A) := by
  -- some state carries positive weight, because the weights sum to one
  obtain ⟨x, hx⟩ : ∃ x, 0 < p.prob x := by
    by_contra h
    have h0 : ∑ x, p.prob x ≤ 0 :=
      Finset.sum_nonpos fun x _ => not_lt.mp fun hx => h ⟨x, hx⟩
    linarith [p.sum_one]
  exact Finset.sum_pos' (fun y _ => mul_nonneg (p.nonneg y) (Real.exp_pos _).le)
    ⟨x, Finset.mem_univ x, mul_pos hx (Real.exp_pos _)⟩

/-- The law after `B` has been switched on: the old weights times `exp (-β B)`, normalised. -/
def perturb (p : Law Ω) (β : ℝ) (B : Ω → ℝ) : Law Ω where
  prob x := p.prob x * boltz β B x / mean p (boltz β B)
  nonneg x := div_nonneg (mul_nonneg (p.nonneg x) (Real.exp_pos _).le)
    (mean_boltz_pos p β B).le
  sum_one := by
    show ∑ x, p.prob x * boltz β B x / mean p (boltz β B) = 1
    rw [← Finset.sum_div]
    exact div_self (mean_boltz_pos p β B).ne'

/-- The free energy of switching on `A` from the law `p`, for inverse temperature `β ≠ 0`. -/
def freeEnergy (p : Law Ω) (β : ℝ) (A : Ω → ℝ) : ℝ :=
  -(1 / β) * Real.log (mean p (boltz β A))

/-- Reweighting: the average of `exp (-β A)` in the presence of `B` is a ratio of two
averages under the reference law. -/
theorem mean_perturb (p : Law Ω) (β : ℝ) (A B : Ω → ℝ) :
    mean (perturb p β B) (boltz β A)
      = mean p (boltz β (A + B)) / mean p (boltz β B) := by
  rw [boltz_add]
  change ∑ x, p.prob x * boltz β B x / mean p (boltz β B) * boltz β A x
    = (∑ x, p.prob x * (boltz β A x * boltz β B x)) / mean p (boltz β B)
  rw [Finset.sum_div]
  refine Finset.sum_congr rfl fun x _ => ?_
  ring

/-- Switching on `B` and then `A` costs in total the free energy of switching on `A + B`. -/
theorem freeEnergy_two_steps (p : Law Ω) (β : ℝ) (A B : Ω → ℝ) :
    freeEnergy p β B + freeEnergy (perturb p β B) β A = freeEnergy p β (A + B) := by
  unfold freeEnergy
  rw [mean_perturb, Real.log_div (mean_boltz_pos p β (A + B)).ne' (mean_boltz_pos p β B).ne']
  ring

/-- The thermodynamic cycle closes: both orders of switching have the same total free energy. -/
theorem cycle_closes (p : Law Ω) (β : ℝ) (A B : Ω → ℝ) :
    freeEnergy p β A + freeEnergy (perturb p β A) β B
      = freeEnergy p β B + freeEnergy (perturb p β B) β A := by
  rw [freeEnergy_two_steps p β B A, freeEnergy_two_steps p β A B, add_comm B A]

/-- For `β > 0`, the free energy of switching on `A` is the same after `B` as before `B` exactly
when the two Boltzmann factors are uncorrelated under the reference law, and it is lower after `B`
exactly when they are positively correlated. -/
theorem order_independent_iff_uncorrelated (p : Law Ω) {β : ℝ} (hβ : 0 < β) (A B : Ω → ℝ) :
    (freeEnergy (perturb p β B) β A = freeEnergy p β A
        ↔ cov p (boltz β A) (boltz β B) = 0) ∧
    (freeEnergy (perturb p β B) β A < freeEnergy p β A
        ↔ 0 < cov p (boltz β A) (boltz β B)) := by
  have ha := mean_boltz_pos p β A
  have hb := mean_boltz_pos p β B
  have hc := mean_boltz_pos p β (A + B)
  have hk : -(1 / β) < 0 := neg_lt_zero.mpr (one_div_pos.mpr hβ)
  -- the negative prefactor reverses the order
  have hlt : ∀ u v : ℝ, -(1 / β) * u < -(1 / β) * v ↔ v < u := fun u v =>
    ⟨fun h => by nlinarith, fun h => by nlinarith⟩
  unfold freeEnergy cov
  rw [mean_perturb, ← boltz_add]
  constructor
  · rw [mul_right_inj' hk.ne, sub_eq_zero,
      Real.log_injOn_pos.eq_iff (Set.mem_Ioi.mpr (div_pos hc hb)) (Set.mem_Ioi.mpr ha),
      div_eq_iff hb.ne']
  · rw [hlt, Real.log_lt_log_iff ha (div_pos hc hb), lt_div_iff₀ hb, sub_pos]

/-- The joint law of two independent subsystems. -/
def joint (p : Law Ω) (q : Law Ω') : Law (Ω × Ω') where
  prob z := p.prob z.1 * q.prob z.2
  nonneg z := mul_nonneg (p.nonneg z.1) (q.nonneg z.2)
  sum_one := by
    rw [Fintype.sum_prod_type]
    simp only [← Finset.mul_sum, q.sum_one, mul_one, p.sum_one]

/-- Averages of products factorise over independent subsystems. -/
theorem mean_joint (p : Law Ω) (q : Law Ω') (f : Ω → ℝ) (g : Ω' → ℝ) :
    mean (joint p q) (fun z => f z.1 * g z.2) = mean p f * mean q g := by
  unfold mean
  rw [Fintype.sum_prod_type, Finset.sum_mul_sum]
  refine Finset.sum_congr rfl fun x _ => Finset.sum_congr rfl fun y _ => ?_
  simp only [joint]
  ring

/-- If `A` acts on one of two independent subsystems and `B` on the other, the free energy of
switching on `A` is the same before and after `B`. -/
theorem freeEnergy_independent (p : Law Ω) (q : Law Ω') (β : ℝ) (A : Ω → ℝ) (B : Ω' → ℝ) :
    freeEnergy (perturb (joint p q) β (fun z => B z.2)) β (fun z => A z.1)
      = freeEnergy (joint p q) β (fun z => A z.1) := by
  have hp : mean p (fun _ => 1) = 1 := by simp [mean, p.sum_one]
  have hq : mean q (fun _ => 1) = 1 := by simp [mean, q.sum_one]
  have h1 : mean (joint p q)
      (fun z => boltz β (fun z : Ω × Ω' => A z.1) z * boltz β (fun z : Ω × Ω' => B z.2) z)
      = mean p (boltz β A) * mean q (boltz β B) :=
    mean_joint p q (boltz β A) (boltz β B)
  have h2 : mean (joint p q) (boltz β (fun z => A z.1)) = mean p (boltz β A) := by
    have h := mean_joint p q (boltz β A) (fun _ => 1)
    simp only [hq, mul_one] at h
    exact h
  have h3 : mean (joint p q) (boltz β (fun z => B z.2)) = mean q (boltz β B) := by
    have h := mean_joint p q (fun _ => 1) (boltz β B)
    simp only [hp, one_mul] at h
    exact h
  unfold freeEnergy
  rw [mean_perturb, boltz_add, h1, h2, h3, mul_div_cancel_right₀ _ (mean_boltz_pos q β B).ne']

/-- Two equally weighted states. -/
def coin : Law (Fin 2) where
  prob _ := 1 / 2
  nonneg _ := by norm_num
  sum_one := by
    rw [Fin.sum_univ_two]
    norm_num

/-- The perturbation that raises the second of two states by one unit of energy. -/
def level : Fin 2 → ℝ := ![0, 1]

/-- For two equally weighted states and `A = B = (0, 1)`, the covariance of the Boltzmann
factors is `(1 - exp (-β))² / 4`. -/
theorem cov_coin (β : ℝ) :
    cov coin (boltz β level) (boltz β level) = (1 - Real.exp (-β)) ^ 2 / 4 := by
  have h0 : boltz β level 0 = 1 := by simp [boltz, level]
  have h1 : boltz β level 1 = Real.exp (-β) := by simp [boltz, level]
  simp only [cov, mean, coin, Fin.sum_univ_two, h0, h1]
  ring

/-- For two equally weighted states and `A = B = (0, 1)`, and for `β > 0`, switching on `A` after
`B` has a strictly lower free energy than switching it on first. -/
theorem coin_order_matters {β : ℝ} (hβ : 0 < β) :
    freeEnergy (perturb coin β level) β level < freeEnergy coin β level := by
  refine (order_independent_iff_uncorrelated coin hβ level level).2.mpr ?_
  rw [cov_coin]
  have h : Real.exp (-β) < 1 := Real.exp_lt_one_iff.mpr (neg_lt_zero.mpr hβ)
  exact div_pos (pow_pos (sub_pos.mpr h) 2) (by norm_num)

end

end ThermodynamicCycle
```

```lean
#print axioms ThermodynamicCycle.cycle_closes
#print axioms ThermodynamicCycle.order_independent_iff_uncorrelated
#print axioms ThermodynamicCycle.freeEnergy_independent
#print axioms ThermodynamicCycle.coin_order_matters
```

```
'ThermodynamicCycle.cycle_closes' depends on axioms: [propext, Classical.choice, Quot.sound]
'ThermodynamicCycle.order_independent_iff_uncorrelated' depends on axioms: [propext, Classical.choice, Quot.sound]
'ThermodynamicCycle.freeEnergy_independent' depends on axioms: [propext, Classical.choice, Quot.sound]
'ThermodynamicCycle.coin_order_matters' depends on axioms: [propext, Classical.choice, Quot.sound]
```

## How the Lean terms and proof steps match the derivation

A `Law Ω` is a real weight function on a finite type, together with proofs that the weights are nonnegative and sum to one. It need not be a Boltzmann distribution, and some states may have weight zero. The reference law p₀ appears as `p`, and `mean`, `cov` and `boltz` are the average, the covariance and the Boltzmann factor. The law with B switched on is `perturb p β B`. Accordingly, `freeEnergy p β A` is F₀(A), and `freeEnergy (perturb p β B) β A` is F_B(A).

The main theorem, `order_independent_iff_uncorrelated`, assumes `0 < β` and states the two equivalences together, for every finite law and all real perturbations A and B. The theorems on two-step totals, cycle closure and independent subsystems carry no condition on β; at β = 0 Lean evaluates 1/0 as 0, so `freeEnergy` is zero there and has no physical content.

The proof follows the derivation closely:

- `mean_boltz_pos` finds a state of positive weight by contradiction and concludes that the average is positive. This justifies the normalisation in `perturb` and the later logarithms.
- `mean_perturb` is the reweighting identity, proved by moving the common denominator into the sum and comparing the terms.
- `freeEnergy_two_steps` splits the logarithm of the quotient with `Real.log_div`. `cycle_closes` uses it once for each order and then exchanges the summands.
- In the main theorem, rewriting with `mean_perturb` and `boltz_add` expresses both sides through the averages for A, B and A + B. For equality, the nonzero prefactor is cancelled, the logarithm is removed by its injectivity on positive numbers, and the denominator is cleared. For the strict comparison, the auxiliary statement `hlt` reverses the inequality because the prefactor is negative; monotonicity of the logarithm and multiplication by the positive denominator then give the covariance condition.
- `freeEnergy_independent` uses the factorisation in `mean_joint` and cancels the average of b directly. It does not use the main theorem, so it does not inherit the hypothesis `0 < β`.
- `cov_coin` evaluates the two-state sums, and `coin_order_matters` feeds the positive result into the second equivalence.

## Exact for finite laws, silent on sampling error

For exact averages over a finite law, the equivalences and the closure of the cycle are settled. A discrepancy in a code that claims to evaluate these same averages must come from its arithmetic, its inputs or its implementation.

The theorems contain no estimator variance, no overlap criterion and no convergence rate. A covariance estimated from a few correlated frames can have the wrong sign for the underlying ensemble, even though the criterion holds exactly for the law formed by those frames. The sign of the covariance alone does not say how far F_B(A) lies from F₀(A); the two-step identity gives that difference as F₀(A + B) − F₀(A) − F₀(B).

Continuous configuration spaces are not covered; there the exponential averages would also have to be finite. Infinite energies, such as hard-core overlaps, are excluded because A and B are real-valued. Both steps use the same β, and each free energy is defined by an average over the law from which the step starts, so the work done in switching at finite speed does not enter.
